# A field real on a one-dimensional periodic grid has Hermitian plane-wave coefficients, and these form a real vector space of half the real dimension of all coefficient sets

Let \(n>0\), let \(G\) and \(x\) run over the integers modulo \(n\), each represented by one of \(0,\dots,n-1\), and let complex coefficients \(c(G)\) define the field \(\psi(x)=\sum_G c(G)\,e^{2\pi i Gx/n}\), with no prefactor such as \(1/n\) or \(1/\sqrt n\). A bar denotes complex conjugation, and \(c\) is called Hermitian when \(c(-G)=\overline{c(G)}\) for every \(G\), with \(-G\) taken modulo \(n\).

```lean
import Mathlib

open ComplexConjugate

namespace RealFieldStorage

noncomputable section

variable {n : ℕ} [NeZero n]

/-- The field on the grid of `n` points built from plane waves with coefficients `c`. -/
def psi (c : ZMod n → ℂ) (x : ZMod n) : ℂ :=
  ∑ G, c G * Complex.exp (2 * Real.pi * Complex.I * (G.val : ℂ) * (x.val : ℂ) / n)

/-- The plane wave depends on `G` and `x` only through their product modulo `n`:
it is the standard additive character at `G * x`. -/
theorem planeWave_eq (G x : ZMod n) :
    Complex.exp (2 * Real.pi * Complex.I * (G.val : ℂ) * (x.val : ℂ) / n)
      = ZMod.stdAddChar (G * x) := by
  have h := ZMod.stdAddChar_coe (N := n) ((G.val * x.val : ℕ) : ℤ)
  have e : (((G.val * x.val : ℕ) : ℤ) : ZMod n) = G * x := by
    rw [Int.cast_natCast, Nat.cast_mul, ZMod.natCast_zmod_val, ZMod.natCast_zmod_val]
  rw [e] at h
  rw [h, Int.cast_natCast, Nat.cast_mul]
  congr 1
  ring

/-- The field at `x` is the discrete Fourier transform of the coefficients at `-x`. -/
theorem psi_eq_dft (c : ZMod n → ℂ) (x : ZMod n) : psi c x = ZMod.dft c (-x) := by
  rw [ZMod.dft_apply]
  unfold psi
  refine Finset.sum_congr rfl fun G _ => ?_
  rw [planeWave_eq, smul_eq_mul, mul_neg, neg_neg, mul_comm]

/-- Two coefficient sets that give the same field at all grid points are equal. -/
theorem coeffs_unique {c d : ZMod n → ℂ} (h : ∀ x, psi c x = psi d x) : c = d := by
  apply ZMod.dft.injective
  funext k
  have hk := h (-k)
  simpa only [psi_eq_dft, neg_neg] using hk

/-- The conjugate field has the coefficients `conj (c (-G))`. -/
theorem conj_psi (c : ZMod n → ℂ) (x : ZMod n) :
    conj (psi c x) = psi (fun G => conj (c (-G))) x := by
  unfold psi
  rw [map_sum]
  simp only [map_mul, planeWave_eq]
  -- relabel the sum by `G ↦ -G`
  refine Fintype.sum_equiv (Equiv.neg _) _ _ fun G => ?_
  simp only [Equiv.neg_apply, neg_neg, neg_mul, AddChar.map_neg_eq_conj]

/-- The field is real at all grid points exactly when `c (-G)` is the conjugate of `c G`
for every `G`. -/
theorem real_iff_hermitian (c : ZMod n → ℂ) :
    (∀ x, (psi c x).im = 0) ↔ ∀ G, c (-G) = conj (c G) := by
  constructor
  · intro h G
    -- a real field equals its conjugate, so the two coefficient sets agree
    have e : (fun G => conj (c (-G))) = c := coeffs_unique fun x => by
      rw [← conj_psi]
      exact Complex.conj_eq_iff_im.mpr (h x)
    have e' : conj (c (-G)) = c G := congrFun e G
    rw [← e', Complex.conj_conj]
  · intro h x
    have e : (fun G => conj (c (-G))) = c := by
      funext G
      rw [h G, Complex.conj_conj]
    apply Complex.conj_eq_iff_im.mp
    rw [conj_psi, e]

/-- For a real field, the coefficient at a frequency with `-G = G` is real. -/
theorem self_conjugate_coeff_real {c : ZMod n → ℂ} (h : ∀ x, (psi c x).im = 0)
    {G : ZMod n} (hG : -G = G) : (c G).im = 0 := by
  have h1 := (real_iff_hermitian c).mp h G
  rw [hG] at h1
  exact Complex.conj_eq_iff_im.mp h1.symm

/-- The real vector space of coefficient sets with `c (-G) = conj (c G)`. -/
def hermitianCoeffs (n : ℕ) : Submodule ℝ (ZMod n → ℂ) where
  carrier := {c | ∀ G, c (-G) = conj (c G)}
  zero_mem' := by
    intro G
    simp
  add_mem' := by
    intro a b ha hb G
    show a (-G) + b (-G) = conj (a G + b G)
    rw [ha G, hb G, map_add]
  smul_mem' := by
    intro r a ha G
    show r • a (-G) = conj (r • a G)
    rw [ha G]
    simp [Complex.real_smul]

/-- The real-linear map from Hermitian coefficients to the real parts of the field
on the grid. -/
def sample (n : ℕ) [NeZero n] : hermitianCoeffs n →ₗ[ℝ] (ZMod n → ℝ) where
  toFun c x := (psi c.1 x).re
  map_add' a b := by
    funext x
    have h : psi (a.1 + b.1) x = psi a.1 x + psi b.1 x := by
      simp only [psi, Pi.add_apply, add_mul, Finset.sum_add_distrib]
    show (psi (a.1 + b.1) x).re = (psi a.1 x).re + (psi b.1 x).re
    rw [h, Complex.add_re]
  map_smul' r a := by
    funext x
    have h : psi (r • a.1) x = r • psi a.1 x := by
      simp only [psi, Pi.smul_apply, smul_mul_assoc, Finset.smul_sum]
    show (psi (r • a.1) x).re = r • (psi a.1 x).re
    rw [h, Complex.smul_re]

/-- Every real function on the grid comes from exactly one Hermitian coefficient set. -/
theorem sample_bijective : Function.Bijective (sample n) := by
  constructor
  · intro a b h
    refine Subtype.ext (coeffs_unique fun x => Complex.ext (congrFun h x) ?_)
    rw [(real_iff_hermitian a.1).mpr a.2 x, (real_iff_hermitian b.1).mpr b.2 x]
  · intro f
    -- invert the Fourier transform on the given real samples
    obtain ⟨c, hc⟩ := ZMod.dft.surjective (fun k : ZMod n => ((f (-k) : ℝ) : ℂ))
    have hx : ∀ x, psi c x = ((f x : ℝ) : ℂ) := by
      intro x
      simp only [psi_eq_dft, hc, neg_neg]
    refine ⟨⟨c, (real_iff_hermitian c).mp fun x => by rw [hx, Complex.ofReal_im]⟩,
      funext fun x => ?_⟩
    show (psi c x).re = f x
    rw [hx, Complex.ofReal_re]

/-- The Hermitian coefficient sets have real dimension `n`, and all complex coefficient
sets have real dimension `2 * n`. -/
theorem storage_halved :
    Module.finrank ℝ (hermitianCoeffs n) = n ∧
      Module.finrank ℝ (ZMod n → ℂ) = 2 * n := by
  constructor
  · rw [(LinearEquiv.ofBijective (sample n) sample_bijective).finrank_eq,
      Module.finrank_fintype_fun_eq_card, ZMod.card]
  · rw [Module.finrank_pi_fintype]
    simp [Complex.finrank_real_complex, ZMod.card, mul_comm]

end

end RealFieldStorage
```

```lean
#print axioms RealFieldStorage.real_iff_hermitian
#print axioms RealFieldStorage.self_conjugate_coeff_real
#print axioms RealFieldStorage.storage_halved
```

```
'RealFieldStorage.real_iff_hermitian' depends on axioms: [propext, Classical.choice, Quot.sound]
'RealFieldStorage.self_conjugate_coeff_real' depends on axioms: [propext, Classical.choice, Quot.sound]
'RealFieldStorage.storage_halved' depends on axioms: [propext, Classical.choice, Quot.sound]
```

## Two statements about coefficients and grid values

The theorem `real_iff_hermitian` says that, for any coefficient set \(c\), the imaginary part of \(\psi(x)\) vanishes at all \(n\) grid points if and only if \(c\) is Hermitian. The theorem `storage_halved` says that the Hermitian coefficient sets form a real vector space of dimension \(n\), while the space of all complex coefficient sets has real dimension \(2n\).

In the code, a coefficient set is a function `c : ZMod n → ℂ`, and the grid is the same type `ZMod n`, so both frequencies and positions are periodic. The definition `psi` contains the exponential literally, with `G.val` and `x.val` as the representatives between \(0\) and \(n-1\). The frequency usually written \(-1\) therefore appears as \(n-1\). The condition \(n>0\) is the instance `NeZero n`.

The object `hermitianCoeffs n` is a `Submodule ℝ`, a subspace over the real numbers. The choice of scalars matters: multiplying a non-zero Hermitian set by \(i\) gives a set that is no longer Hermitian, so these sets do not form a complex subspace. `Module.finrank ℝ` is the dimension over the reals, and each unrestricted complex coefficient contributes two to it.

An electron density or a real local potential sampled on a grid is a field of this kind. For such a field on a one-dimensional periodic grid, the result says that half of the real numbers in a full complex coefficient array are redundant, which is the redundancy that real-to-complex Fourier transforms exploit. The theorem counts independent real parameters; it does not describe a memory layout, a running time or rounding errors. It also says nothing about the values of a field between the grid points.

## Conjugation reverses the frequency

Write \(e_G(x)=e^{2\pi i Gx/n}\). Adding \(n\) to the representative of \(G\) or of \(x\) changes the exponent by an integer multiple of \(2\pi i\), and so does adding a multiple of \(n\) to the integer \(Gx\); hence \(e_G(x)\) depends only on the product \(Gx\) modulo \(n\). In particular,
\[
\overline{e_G(x)}=e^{-2\pi i Gx/n}=e_{-G}(x).
\]
Conjugating the field and then renaming \(G\) as \(-G\) in the sum gives
\[
\overline{\psi(x)}=\sum_G \overline{c(G)}\,e_{-G}(x)=\sum_G \overline{c(-G)}\,e_G(x).
\]
The conjugate field is thus again a sum of plane waves, with coefficients \(\overline{c(-G)}\).

The lemma `planeWave_eq` carries the periodicity: it identifies the literal exponential with Mathlib's standard additive character `ZMod.stdAddChar` at `G * x`. In `conj_psi`, the sum is relabelled by `Fintype.sum_equiv` with the map `Equiv.neg _`, and `AddChar.map_neg_eq_conj` supplies the conjugation rule for the plane wave.

## Grid values determine the coefficients

For a frequency \(H\), multiply the field by \(e^{-2\pi i Hx/n}\) and sum over the grid:
\[
\sum_x e^{-2\pi i Hx/n}\psi(x)=\sum_G c(G)\sum_x e^{2\pi i (G-H)x/n}=n\,c(H).
\]
The inner sum equals \(n\) when \(G=H\). Otherwise it is a geometric sum with ratio \(q=e^{2\pi i(G-H)/n}\neq 1\), and it equals \((q^n-1)/(q-1)=0\) because \(q^n=1\). Two coefficient sets with the same field at all grid points are therefore equal.

The file takes this invertibility from Mathlib's discrete Fourier transform, `ZMod.dft`. That transform has a minus sign in its exponent, so `psi_eq_dft` states that \(\psi(x)\) is the transform of \(c\) evaluated at \(-x\). The lemma `coeffs_unique` then follows from the injectivity of the transform, after the grid point has been replaced by its negative.

## Reality on the grid is Hermitian symmetry

Suppose that \(\psi(x)\) is real at every grid point. Then \(\psi=\overline{\psi}\) on the grid, so the coefficient sets \(c(G)\) and \(\overline{c(-G)}\) produce the same field. By uniqueness they agree, and conjugating \(c(G)=\overline{c(-G)}\) gives \(c(-G)=\overline{c(G)}\).

Conversely, if \(c\) is Hermitian, then \(\overline{c(-G)}=c(G)\) for every \(G\). The formula for the conjugate field becomes \(\overline{\psi(x)}=\psi(x)\), so the imaginary part is zero. The two halves of `real_iff_hermitian` follow this argument, with `Complex.conj_eq_iff_im` translating between "equal to its conjugate" and "zero imaginary part". Only the first half needs uniqueness.

A frequency with \(-G=G\) is its own partner, and the symmetry reduces there to \(c(G)=\overline{c(G)}\), so the coefficient is real. This is `self_conjugate_coeff_real`. It applies to \(G=0\) and, for even \(n\), to the Nyquist frequency \(G=n/2\).

## Counting real parameters through the grid

Sums and real multiples of Hermitian sets are Hermitian, which is what the fields of `hermitianCoeffs` verify. The map `sample` sends such a set to the real parts of its field on the grid. It is linear over the reals, and taking the real part discards nothing of the field, because the imaginary parts are zero.

The lemma `sample_bijective` shows that this map is one-to-one and onto. If two Hermitian sets have the same real samples, their fields agree in the real part by assumption and in the imaginary part because both vanish, so uniqueness makes the sets equal. For the other direction, let \(f\) be any real function on the grid and put
\[
c(G)=\frac1n\sum_x f(x)\,e^{-2\pi i Gx/n}.
\]
Inserting this into the definition of the field and using the same geometric sum, now over \(G\), gives \(\psi(x)=f(x)\). The field is real, so the equivalence already proved makes \(c\) Hermitian. Lean obtains this \(c\) from the surjectivity of `ZMod.dft`, applied to \(f(-k)\) to compensate for the sign convention.

A real function on the grid consists of \(n\) independent real numbers, so the Hermitian sets have dimension \(n\). In `storage_halved`, `LinearEquiv.ofBijective` turns the bijection into a linear equivalence, and `finrank_eq` transfers the dimension. The value \(2n\) for all coefficient sets comes from adding the real dimension of \(\mathbb C\), which is two, over the \(n\) frequencies.

Counting coefficients directly gives the same number. For odd \(n\) there is one real coefficient and \((n-1)/2\) pairs \(\{G,-G\}\), each with one free complex number, so the total is \(1+(n-1)=n\). For even \(n\) there are two real coefficients and \((n-2)/2\) pairs, so the total is \(2+(n-2)=n\).

## A field on the continuous line

The field could also be modelled as a function of a real position \(x\), with \(n\) consecutive integer frequencies around zero and reality required everywhere. For odd \(n\), with frequencies from \(-(n-1)/2\) to \((n-1)/2\), the symmetry condition and the dimension \(n\) would stay the same. For even \(n\), with frequencies from \(-n/2+1\) to \(n/2\), the frequency \(n/2\) would have no partner \(-n/2\) in the set; its coefficient would have to vanish, and the dimension would drop to \(n-1\). On the grid that plane wave takes only the values \(\pm1\), which is why a real Nyquist coefficient is allowed here.
